# The long-wavelength response of a Fermi sphere as a series in inverse even powers of the reduced phase velocity, above the Fermi velocity

For non-interacting fermions filling a Fermi sphere at zero temperature, the density response to a potential energy of wavevector q and frequency ω, divided by the density of states at the Fermi level, tends to L(s) = (s/2) ln((s+1)/(s−1)) − 1 as q → 0 at fixed s = ω/(q v_F) > 1. Here v_F is the Fermi velocity. The file takes this formula as the definition of L. The theorem states that for every real s > 1 the series with terms s^(−2(k+1))/(2k+3), k = 0, 1, 2, …, converges to L(s), so that it begins 1/(3s²) + 1/(5s⁴). The attempt writes the logarithm as ln(1+1/s) − ln(1−1/s), takes Mathlib's power series for that difference and multiplies it by s/2. The zeroth term of the result is 1, and removing it accounts for the −1 in L(s).

As first written in Lean, the proof fails:

```lean
import Mathlib

open Filter Topology Set

noncomputable section

namespace PlasmonDispersion

/-- The long-wavelength response function of a Fermi sphere at reduced phase velocity
`s = ω / (q v_F)`, for `s > 1`. -/
def L (s : ℝ) : ℝ := s / 2 * Real.log ((s + 1) / (s - 1)) - 1

/-- The expansion of the response function in inverse even powers of `s`. -/
theorem hasSum_L {s : ℝ} (hs : 1 < s) :
    HasSum (fun k : ℕ => (1 / s ^ 2) ^ (k + 1) / (2 * (k : ℝ) + 3)) (L s) := by
  have h0 : 0 < s := by linarith
  have hx : |1 / s| < 1 := by
    rw [abs_of_pos (by positivity), div_lt_one h0]
    exact hs
  have hlog : Real.log ((s + 1) / (s - 1)) = Real.log (1 + 1 / s) - Real.log (1 - 1 / s) := by
    have e1 : 1 + 1 / s = (s + 1) / s := by field_simp
    have e2 : 1 - 1 / s = (s - 1) / s := by field_simp
    rw [e1, e2, Real.log_div (by linarith) (by linarith),
      Real.log_div (by linarith) h0.ne', Real.log_div (by linarith) h0.ne']
    ring
  have h2 : HasSum (fun k : ℕ => (1 / s ^ 2) ^ k / (2 * (k : ℝ) + 1))
      (s / 2 * Real.log ((s + 1) / (s - 1))) := by
    rw [hlog]
    convert (Real.hasSum_log_sub_log_of_abs_lt_one hx).mul_left (s / 2) using 1
    funext k
    have hp : (1 / s) ^ (2 * k + 1) = (1 / s ^ 2) ^ k * (1 / s) := by
      rw [pow_succ, pow_mul, one_div_pow]
    have hk : 2 * (k : ℝ) + 1 ≠ 0 := by positivity
    rw [hp]
    generalize (1 / s ^ 2) ^ k = y
    field_simp
  -- the zeroth term cancels the constant -1
  convert (hasSum_nat_add_iff' 1).mpr h2 using 1
  · funext k
    congr 1
    push_cast
    ring
  · simp [L]

end PlasmonDispersion
```

Lean reports:

```
Main.lean:30:4: error: Tactic `apply` failed: could not unify the conclusion of `@funext`
  ?f = ?g
with the goal
  Real.instAddCommMonoid =
    CommRing.toNonUnitalCommRing.toNonUnitalNonAssocCommRing.toNonUnitalNonAssocSemiring.toAddCommMonoid

Note: The full type of `@funext` is
  ∀ {α : Sort ?u.219} {β : α → Sort ?u.218} {f g : (x : α) → β x}, (∀ (x : α), f x = g x) → f = g

case e'_3
s : ℝ
hs : 1 < s
h0 : 0 < s
hx : |1 / s| < 1
hlog : Real.log ((s + 1) / (s - 1)) = Real.log (1 + 1 / s) - Real.log (1 - 1 / s)
⊢ Real.instAddCommMonoid =
    CommRing.toNonUnitalCommRing.toNonUnitalNonAssocCommRing.toNonUnitalNonAssocSemiring.toAddCommMonoid
Main.lean:39:4: error: Tactic `apply` failed: could not unify the conclusion of `@funext`
  ?f = ?g
with the goal
  Real.instAddCommMonoid = Real.instAddCommGroup.toAddCommMonoid

Note: The full type of `@funext` is
  ∀ {α : Sort ?u.225} {β : α → Sort ?u.224} {f g : (x : α) → β x}, (∀ (x : α), f x = g x) → f = g

case e'_3
s : ℝ
hs : 1 < s
h0 : 0 < s
hx : |1 / s| < 1
hlog : Real.log ((s + 1) / (s - 1)) = Real.log (1 + 1 / s) - Real.log (1 - 1 / s)
h2 : HasSum (fun k => (1 / s ^ 2) ^ k / (2 * ↑k + 1)) (s / 2 * Real.log ((s + 1) / (s - 1)))
⊢ Real.instAddCommMonoid = Real.instAddCommGroup.toAddCommMonoid
Main.lean:43:2: error: unsolved goals
case e'_5
s : ℝ
hs : 1 < s
h0 : 0 < s
hx : |1 / s| < 1
hlog : Real.log ((s + 1) / (s - 1)) = Real.log (1 + 1 / s) - Real.log (1 - 1 / s)
h2 : HasSum (fun k => (1 / s ^ 2) ^ k / (2 * ↑k + 1)) (s / 2 * Real.log ((s + 1) / (s - 1)))
⊢ (fun k => ((s ^ 2) ^ (k + 1))⁻¹ / (2 * ↑k + 3)) = fun n => ((s ^ 2) ^ (n + 1))⁻¹ / (2 * (↑n + 1) + 1)
Main.lean:15:77: error: unsolved goals
case e'_6
s : ℝ
hs : 1 < s
h0 : 0 < s
hx : |1 / s| < 1
hlog : Real.log ((s + 1) / (s - 1)) = Real.log (1 + 1 / s) - Real.log (1 - 1 / s)
h2 : HasSum (fun k => (1 / s ^ 2) ^ k / (2 * ↑k + 1)) (s / 2 * Real.log ((s + 1) / (s - 1)))
⊢ L s = s / 2 * Real.log ((s + 1) / (s - 1)) - ∑ i ∈ Finset.range 1, (1 / s ^ 2) ^ i / (2 * ↑i + 1)
Main.lean:43:10: warning: This simp argument is unused:
  L

Hint: Omit it from the simp argument list.
  [apply] simp

Note: This linter can be disabled with `set_option linter.unusedSimpArgs false`
```

The change, after which it compiles:

```diff
@@ -26,20 +26,28 @@
   have h2 : HasSum (fun k : ℕ => (1 / s ^ 2) ^ k / (2 * (k : ℝ) + 1))
       (s / 2 * Real.log ((s + 1) / (s - 1))) := by
-    rw [hlog]
-    convert (Real.hasSum_log_sub_log_of_abs_lt_one hx).mul_left (s / 2) using 1
+    have hf : (fun k : ℕ => (1 / s ^ 2) ^ k / (2 * (k : ℝ) + 1)) =
+        fun k : ℕ => s / 2 * (2 * (1 / (2 * (k : ℝ) + 1)) * (1 / s) ^ (2 * k + 1)) := by
+      funext k
+      have hp : (1 / s) ^ (2 * k + 1) = (1 / s ^ 2) ^ k * (1 / s) := by
+        rw [pow_succ, pow_mul, one_div_pow]
+      have hk : 2 * (k : ℝ) + 1 ≠ 0 := by positivity
+      rw [hp]
+      generalize (1 / s ^ 2) ^ k = y
+      field_simp
+    rw [hlog, hf]
+    exact (Real.hasSum_log_sub_log_of_abs_lt_one hx).mul_left (s / 2)
+  -- the zeroth term cancels the constant -1
+  have h3 := (hasSum_nat_add_iff' 1).mpr h2
+  have hf : (fun k : ℕ => (1 / s ^ 2) ^ (k + 1) / (2 * (k : ℝ) + 3)) =
+      fun k : ℕ => (1 / s ^ 2) ^ (k + 1) / (2 * ((k + 1 : ℕ) : ℝ) + 1) := by
     funext k
-    have hp : (1 / s) ^ (2 * k + 1) = (1 / s ^ 2) ^ k * (1 / s) := by
-      rw [pow_succ, pow_mul, one_div_pow]
-    have hk : 2 * (k : ℝ) + 1 ≠ 0 := by positivity
-    rw [hp]
-    generalize (1 / s ^ 2) ^ k = y
-    field_simp
-  -- the zeroth term cancels the constant -1
-  convert (hasSum_nat_add_iff' 1).mpr h2 using 1
-  · funext k
     congr 1
     push_cast
     ring
-  · simp [L]
+  have hL : L s = s / 2 * Real.log ((s + 1) / (s - 1)) -
+      ∑ i ∈ Finset.range 1, (1 / s ^ 2) ^ i / (2 * (i : ℝ) + 1) := by
+    simp [L]
+  rw [hf, hL]
+  exact h3
 
 end PlasmonDispersion
```

Both `funext` errors have one cause. `convert … using 1` splits the match between two `HasSum` statements into equations between their arguments, and the first one left open equates two forms of the additive structure on ℝ. Its two sides are algebraic structures, not functions, so `funext k` cannot apply.

In the second `convert` this extra goal also shifts the bullets. `simp [L]`, meant for the sum's value, receives the equation between the series' terms. It leaves `2 * ↑k + 3` against `2 * (↑n + 1) + 1` unproved, and `L` is reported unused because it does not occur there. The value equation, `case e'_6`, has no bullet left and is reported as unsolved at the theorem's `by`.

The repair drops `convert`. The term equations (each named `hf`) and the value equation `hL` are stated explicitly and proved by the old tactics, each now on its proper goal. After rewriting with them, `exact` closes the `HasSum` goals. The two forms of the additive structure are equal by definition, and `exact` unfolds enough to see this, where `convert` had left the equation as a goal.
